# Every directional derivative of the LNV functional is a trace against one gradient matrix

Consider non-interacting electrons in an insulator, described by a finite orthonormal basis. At zero temperature the density matrix P projects onto the occupied states, and it minimises tr(KP) over all orthogonal projectors, where K is the Hamiltonian minus the chemical potential. Linear-scaling methods look for P without diagonalising K, but the condition P² = P is awkward to keep during a minimisation. The approach of Li, Nunes and Vanderbilt (LNV) varies an auxiliary matrix L and uses 3L² − 2L³ in place of P. If L is already a projector, then 3L² − 2L³ = L, and an eigenvalue of L close to 0 or 1 is moved closer.

A gradient-based minimiser needs the slope of the energy when L changes to L + tD. Since K, L and D need not commute, the scalar rule for differentiating a cube does not apply, and the order of the factors has to be followed.

## The functional, its gradient and its curvature

The basis functions are labelled by a finite type `n`, and all operators are real square matrices over it.

In Lean 4 with Mathlib:

```lean
import Mathlib

open Matrix

namespace LNVFunctional

noncomputable section

variable {n : Type*} [Fintype n] [DecidableEq n]
```

The functional is

Ω(L) = tr(K(3L² − 2L³)).

The matrix K is held fixed, so a self-consistent Hamiltonian that depends on the density is not covered. Nor are overlap matrices or complex Hermitian matrices. The chemical potential is part of K, and the electron number is not constrained.

```lean
/-- The LNV functional `tr(K(3L² - 2L³))` of the auxiliary density matrix `L`, where `K` is
the Hamiltonian minus the chemical potential. -/
def lnvEnergy (K L : Matrix n n ℝ) : ℝ :=
  (K * ((3 : ℝ) • L ^ 2 - (2 : ℝ) • L ^ 3)).trace
```

In `lnvEnergy K L` the powers are matrix powers and `•` multiplies a matrix by a number. Neither argument is assumed symmetric. The candidate for the gradient is

G(L) = 3(KL + LK) − 2(KL² + LKL + L²K).

```lean
/-- The matrix `3(KL + LK) - 2(KL² + LKL + L²K)`. -/
def lnvGradient (K L : Matrix n n ℝ) : Matrix n n ℝ :=
  (3 : ℝ) • (K * L + L * K) - (2 : ℝ) • (K * L ^ 2 + L * K * L + L ^ 2 * K)
```

The second-order behaviour along a direction D is described by

C(L, D) = tr(K(3D² − 2(LD² + DLD + D²L))).

This is the coefficient of t² in Ω(L + tD), and hence half the second derivative at t = 0.

```lean
/-- The coefficient of `t²` in the LNV functional along the line `L + tD`. -/
def lnvCurvature (K L D : Matrix n n ℝ) : ℝ :=
  (K * ((3 : ℝ) • D ^ 2 - (2 : ℝ) • (L * D ^ 2 + D * L * D + D ^ 2 * L))).trace
```

## Cyclicity collects the first-order terms

To first order in t, L² changes by t(LD + DL) and L³ by t(L²D + LDL + DL²). The first-order coefficient of Ω is therefore

tr(K(3(LD + DL) − 2(L²D + LDL + DL²))).

Each term contains D once, and a cyclic rotation under the trace brings it to the front:

tr(KLD) = tr(D KL)

tr(KDL) = tr(D LK)

tr(KL²D) = tr(D KL²)

tr(KLDL) = tr(D LKL)

tr(KDL²) = tr(D L²K)

With weights 3, 3, −2, −2, −2 the right-hand sides add up to tr(D G(L)).

```lean
/-- The first-order variation of the LNV functional, with `D` standing between the other
factors, equals the trace of `D` times the LNV gradient. -/
theorem trace_first_variation (K L D : Matrix n n ℝ) :
    (K * ((3 : ℝ) • (L * D + D * L)
      - (2 : ℝ) • (L ^ 2 * D + L * D * L + D * L ^ 2))).trace
      = (D * lnvGradient K L).trace := by
  -- cyclicity brings `D` to the front of every word
  have h : ∀ A B : Matrix n n ℝ, (A * D * B).trace = (D * (B * A)).trace := by
    intro A B
    rw [mul_assoc A D B, Matrix.trace_mul_comm A (D * B), mul_assoc]
  have h1 := Matrix.trace_mul_comm (K * L) D
  have h2 := h K L
  have h3 := Matrix.trace_mul_comm (K * L * L) D
  have h4 := h (K * L) L
  have h5 := h K (L * L)
  unfold lnvGradient
  simp only [pow_two, mul_add, mul_sub, mul_smul_comm, Matrix.trace_add, Matrix.trace_sub,
    Matrix.trace_smul, smul_eq_mul, mul_assoc] at h1 h2 h3 h4 h5 ⊢
  linear_combination 3 * h1 + 3 * h2 - 2 * h3 - 2 * h4 - 2 * h5
```

The facts `h1` to `h5` are these five rotations in the same order, and `linear_combination` adds them with the same weights.

## Along a line the energy is an exact cubic

Keeping all orders in t gives

(L + tD)² = L² + t(LD + DL) + t²D²

(L + tD)³ = L³ + t(L²D + LDL + DL²) + t²(LD² + DLD + D²L) + t³D³.

Multiplying by K, taking the trace and using the previous result for the linear term yields

Ω(L + tD) = Ω(L) + t tr(D G(L)) + t² C(L, D) − 2t³ tr(KD³).

There is no remainder.

```lean
/-- Along any search line `L + tD` the LNV functional is exactly a cubic polynomial in the
step length `t`, with the coefficients given here. -/
theorem lnvEnergy_line (K L D : Matrix n n ℝ) (t : ℝ) :
    lnvEnergy K (L + t • D) = lnvEnergy K L + t * (D * lnvGradient K L).trace
      + t ^ 2 * lnvCurvature K L D - 2 * t ^ 3 * (K * D ^ 3).trace := by
  -- expand the matrix polynomial, keeping the order of the factors
  have hexp : K * ((3 : ℝ) • (L + t • D) ^ 2 - (2 : ℝ) • (L + t • D) ^ 3)
      = K * ((3 : ℝ) • L ^ 2 - (2 : ℝ) • L ^ 3)
        + t • (K * ((3 : ℝ) • (L * D + D * L)
            - (2 : ℝ) • (L ^ 2 * D + L * D * L + D * L ^ 2)))
        + t ^ 2 • (K * ((3 : ℝ) • D ^ 2
            - (2 : ℝ) • (L * D ^ 2 + D * L * D + D ^ 2 * L)))
        - (2 * t ^ 3) • (K * D ^ 3) := by
    simp only [pow_succ, pow_zero, one_mul, mul_add, add_mul, mul_sub, smul_mul_assoc,
      mul_smul_comm, smul_add, smul_sub, smul_smul, mul_assoc]
    module
  rw [← trace_first_variation]
  unfold lnvEnergy lnvCurvature
  rw [hexp]
  simp only [Matrix.trace_add, Matrix.trace_sub, Matrix.trace_smul, smul_eq_mul]
```

The matrix identity `hexp` is this expansion before the trace is taken. Distributivity multiplies out the products without reordering them, and `module` compares the coefficients of the resulting words.

## The slope at any point of the line

Write L_s = L + sD. Since L + tD = L_s + (t − s)D, the cubic can be expanded about L_s instead of L:

Ω(L + tD) = Ω(L_s) + (t − s) tr(D G(L_s)) + (t − s)² C(L_s, D) − 2(t − s)³ tr(KD³).

Differentiating at t = s removes the last two terms and leaves

d/dt Ω(L + tD) at t = s equals tr(D G(L_s)).

```lean
/-- At every point `L + sD` of a search line, the slope of the LNV functional is the trace of
`D` times the LNV gradient at that point. -/
theorem hasDerivAt_lnvEnergy_line (K L D : Matrix n n ℝ) (s : ℝ) :
    HasDerivAt (fun t : ℝ => lnvEnergy K (L + t • D))
      (D * lnvGradient K (L + s • D)).trace s := by
  -- re-expand the cubic about the point `L + sD`
  have hf : (fun t : ℝ => lnvEnergy K (L + t • D)) = fun t : ℝ =>
      lnvEnergy K (L + s • D) + (t - s) * (D * lnvGradient K (L + s • D)).trace
        + (t - s) ^ 2 * lnvCurvature K (L + s • D) D
        - 2 * (t - s) ^ 3 * (K * D ^ 3).trace := by
    funext t
    rw [← lnvEnergy_line K (L + s • D) D (t - s)]
    congr 1
    module
  rw [hf]
  generalize (D * lnvGradient K (L + s • D)).trace = b
  have hu : HasDerivAt (fun t : ℝ => t - s) 1 s := (hasDerivAt_id' s).sub_const s
  have h := (((hu.mul_const b).const_add (lnvEnergy K (L + s • D))).fun_add
    ((hu.fun_pow 2).mul_const (lnvCurvature K (L + s • D) D))).fun_sub
    (((hu.fun_pow 3).const_mul 2).mul_const (K * D ^ 3).trace)
  exact h.congr_deriv (by simp)
```

`HasDerivAt f f' s` says that f is differentiable at s with derivative f'. The proof rewrites the function as the re-expanded cubic, `hf`, and then applies the sum, product and power rules to t − s.

At s = 0 this becomes the slope at L itself,

d/dt Ω(L + tD) at t = 0 equals tr(D G(L)),

for all real square K, L and D of the same size.

```lean
/-- The derivative of the LNV functional at `L` in the direction `D` is `tr(D G)`, with
`G = 3(KL + LK) - 2(KL² + LKL + L²K)`. -/
theorem hasDerivAt_lnvEnergy (K L D : Matrix n n ℝ) :
    HasDerivAt (fun t : ℝ => lnvEnergy K (L + t • D)) (D * lnvGradient K L).trace 0 := by
  have h := hasDerivAt_lnvEnergy_line K L D 0
  rwa [zero_smul, add_zero] at h
```

## No other matrix gives all the slopes

Could a different matrix M reproduce every slope through tr(DM)? A positivity fact decides this. For a real matrix A,

tr(AᵀA) = Σ_j Σ_i A_ij²,

which is positive as soon as one entry is nonzero.

```lean
omit [DecidableEq n] in
/-- For a nonzero real matrix `A`, the trace of `AᵀA` is positive. -/
theorem trace_transpose_mul_self_pos {A : Matrix n n ℝ} (hA : A ≠ 0) :
    0 < (Aᵀ * A).trace := by
  have hex : ∃ i j, A i j ≠ 0 := by
    by_contra h
    exact hA (by ext i j; by_contra hij; exact h ⟨i, j, hij⟩)
  obtain ⟨i, j, hij⟩ := hex
  simp only [Matrix.trace, Matrix.diag_apply, Matrix.mul_apply, Matrix.transpose_apply]
  exact Finset.sum_pos' (fun a _ => Finset.sum_nonneg fun b _ => mul_self_nonneg _)
    ⟨j, Finset.mem_univ _, Finset.sum_pos' (fun b _ => mul_self_nonneg _)
      ⟨i, Finset.mem_univ _, mul_self_pos.mpr hij⟩⟩
```

Suppose tr(DM) = tr(D G(L)) for every D. Choosing D = (M − G(L))ᵀ gives

tr((M − G(L))ᵀ(M − G(L))) = 0,

so M = G(L). Conversely, G(L) has the required property by the derivative formula.

```lean
/-- A matrix `M` gives the derivative of the LNV functional at `L` in every direction `D` as
`tr(D M)` if and only if `M` is the LNV gradient. -/
theorem lnvGradient_unique (K L M : Matrix n n ℝ) :
    (∀ D : Matrix n n ℝ,
      HasDerivAt (fun t : ℝ => lnvEnergy K (L + t • D)) (D * M).trace 0)
      ↔ M = lnvGradient K L := by
  constructor
  · intro h
    by_contra hne
    -- test with the direction `(M - G)ᵀ`
    have hpos := trace_transpose_mul_self_pos (sub_ne_zero.mpr hne)
    have heq := (h (M - lnvGradient K L)ᵀ).unique
      (hasDerivAt_lnvEnergy K L (M - lnvGradient K L)ᵀ)
    rw [mul_sub, Matrix.trace_sub, heq, sub_self] at hpos
    exact lt_irrefl _ hpos
  · rintro rfl D
    exact hasDerivAt_lnvEnergy K L D
```

The proof compares two derivatives of the same function in this test direction. They must agree by uniqueness of the derivative, which contradicts the positivity.

The trace pairing fixes an index convention. Since tr(DG) = Σ_i Σ_j D_ij G_ji, the partial derivative of Ω with respect to the entry L_ij is G_ji. For symmetric G the transposition makes no difference.

The uniqueness relies on nonsymmetric directions as well. If only symmetric D are allowed, an antisymmetric matrix can be added to G(L) without changing any slope, because its trace against a symmetric D is zero.

## Symmetric matrices and the downhill step

Let K and L be symmetric, as they are for a real Hamiltonian and a real density matrix. Transposition exchanges KL with LK and KL² with L²K, and leaves LKL unchanged. Hence G(L)ᵀ = G(L).

```lean
/-- For symmetric `K` and `L` the LNV gradient is symmetric. -/
theorem lnvGradient_isSymm {K L : Matrix n n ℝ} (hK : K.IsSymm) (hL : L.IsSymm) :
    (lnvGradient K L).IsSymm := by
  change (lnvGradient K L)ᵀ = lnvGradient K L
  unfold lnvGradient
  simp only [Matrix.transpose_sub, Matrix.transpose_smul, Matrix.transpose_add,
    Matrix.transpose_mul, hK.eq, hL.eq, pow_two, mul_assoc]
  module
```

A steepest-descent step now goes from L to L − tG, with G = G(L). Set

a = tr(G²), c = C(L, G), d = tr(KG³).

The exact cubic gives

Ω(L − tG) = Ω(L) − ta + t²c + 2t³d.

If G ≠ 0, symmetry gives a = tr(GᵀG) > 0. Let q = |c| + 2|d| + 1. For 0 < t < 1 we have t³ < t², so

Ω(L − tG) − Ω(L) ≤ −ta + t²(|c| + 2|d|) < −t(a − tq).

The right-hand side is negative when t < a/q. Every step with 0 < t < min(1, a/q) therefore lowers the energy.

```lean
/-- For symmetric `K` and `L` with nonzero LNV gradient `G`, every sufficiently short
steepest-descent step `L - tG` with `t > 0` strictly lowers the LNV functional. -/
theorem lnv_steepest_descent {K L : Matrix n n ℝ} (hK : K.IsSymm) (hL : L.IsSymm)
    (hG : lnvGradient K L ≠ 0) :
    ∃ ε : ℝ, 0 < ε ∧ ∀ t : ℝ, 0 < t → t < ε →
      lnvEnergy K (L - t • lnvGradient K L) < lnvEnergy K L := by
  have ha := trace_transpose_mul_self_pos hG
  rw [(lnvGradient_isSymm hK hL).eq] at ha
  have hline := lnvEnergy_line K L (lnvGradient K L)
  generalize (lnvGradient K L * lnvGradient K L).trace = a at ha hline
  generalize lnvCurvature K L (lnvGradient K L) = c at hline
  generalize (K * lnvGradient K L ^ 3).trace = d at hline
  have hq : 0 < |c| + 2 * |d| + 1 := by positivity
  refine ⟨min 1 (a / (|c| + 2 * |d| + 1)), lt_min one_pos (div_pos ha hq), ?_⟩
  intro t ht hlt
  have ht1 : t < 1 := lt_of_lt_of_le hlt (min_le_left _ _)
  have ht2 : t * (|c| + 2 * |d| + 1) < a :=
    (lt_div_iff₀ hq).mp (lt_of_lt_of_le hlt (min_le_right _ _))
  rw [sub_eq_add_neg, ← neg_smul, hline (-t)]
  -- the linear gain outweighs the quadratic and cubic terms
  have h1 : t ^ 2 * c ≤ t ^ 2 * |c| :=
    mul_le_mul_of_nonneg_left (le_abs_self c) (by positivity)
  have h2 : t ^ 3 * d ≤ t ^ 3 * |d| :=
    mul_le_mul_of_nonneg_left (le_abs_self d) (by positivity)
  have h3 : 0 ≤ t ^ 2 * |d| * (1 - t) :=
    mul_nonneg (by positivity) (by linarith)
  have h4 : 0 < t * (a - t * (|c| + 2 * |d| + 1)) := mul_pos ht (by linarith)
  nlinarith [sq_nonneg t]

end

end LNVFunctional
```

The hypotheses `hK` and `hL` state the symmetry, and `hG` states that L is not a stationary point. The proof takes ε = min(1, a/q) and bounds the quadratic and cubic terms in `h1` to `h3`; `h4` is the positivity of t(a − tq), and `nlinarith` combines them. The theorem concerns a single step. It does not say that repeated steps converge, or that they reach the ground-state density matrix.

```lean
#print axioms LNVFunctional.lnvGradient_unique
#print axioms LNVFunctional.lnv_steepest_descent
```

```
'LNVFunctional.lnvGradient_unique' depends on axioms: [propext, Classical.choice, Quot.sound]
'LNVFunctional.lnv_steepest_descent' depends on axioms: [propext, Classical.choice, Quot.sound]
```

## Two sites with one hopping term

Take two sites whose on-site energies equal the chemical potential, coupled by a hopping element 1, and let L be the projector onto the first site. With rows separated by semicolons,

K = [0, 1; 1, 0], L = [1, 0; 0, 0].

Here L² = L, KL + LK = K and LKL = 0, so

G = 3K − 2K = K.

The formula 6KL(1 − L), valid when K and L commute, would give zero here and wrongly report a stationary point.

In the direction D = K the predicted slope is tr(K²) = 2. As a direct check, L + tK = [1, t; t, 0]. Its square has off-diagonal entries t, and its cube has off-diagonal entries t + t³. Hence

Ω(L + tK) = 2(3t − 2(t + t³)) = 2t − 4t³,

whose slope at t = 0 is indeed 2.

For the downhill step, a = 2, c = 0 and d = tr(K⁴) = 2, so q = 5 and ε = 2/5. The energy −2t + 4t³ is in fact negative up to t = 1/√2 ≈ 0.71, so the guaranteed range is safe but not the largest possible.

## Gradient and line search in a program

For symmetric K and L, a program can form A = KL and B = AL, and then assemble

G = 3(A + Aᵀ) − 2(B + LA + Bᵀ),

which takes three matrix multiplications. In a linear-scaling calculation with fixed K the matrices are stored sparsely. If L is confined to a symmetric sparsity pattern, only the entries of G inside that pattern enter the slope tr(DG).

Along a search direction D, which may come from steepest descent or conjugate gradients, the stationary points of the energy are the real roots of an equation that is at most quadratic in t:

tr(D G(L)) + 2t C(L, D) − 6t² tr(KD³) = 0.

A root at which 2C(L, D) − 12t tr(KD³) is positive is a local minimum, and if D points downhill and this root has t > 0, it can serve as the step length. Such a root need not exist. For K = diag(−2, 1/2), L half the identity and D = diag(1, 2), which points downhill but is not the steepest-descent direction, the equation reads −3/2 − 12t² = 0, and the energy falls all along the line. The step length then has to be limited in some other way. When tr(KD³) ≠ 0 the cubic is unbounded below in one direction along the line, so a very long step can lower Ω without approaching a physical density matrix.

The cubic also provides a sharp test of a gradient routine. For a step h ≠ 0,

(Ω(L + hD) − Ω(L − hD)) / (2h) = tr(D G(L)) − 2h² tr(KD³),

so if the routine is correct, the central difference minus the coded slope equals −2h² tr(KD³), apart from rounding.
